# In a finite model with $E_f-E_i=2w$, no resonant intermediate state and $[x,[H,x]]_{fi}=0$, omitting one intermediate state coupled to both $i$ and $f$ makes the two-photon velocity and scaled length sums unequal

The energy denominators of the two-photon sums are represented here by numbers $g_n$ satisfying $a_n g_n=1$, where $a_n=E_n-E_i-w$ is the detuning of intermediate state $n$, $E_n$ its energy, $i$ the initial state and $w$ the photon energy. Lean sets $1/0=0$, so a written quotient would give a resonant state a finite contribution; the equation $a_n g_n=1$ has no solution at resonance.

The states form a finite set `ι`, with discrete levels and no damping. Both photons have the same energy $w$, with $E_f-E_i=2w$ for the final state $f$, and couple through the same component $x$ of the position operator. The velocity gauge uses matrix elements of the velocity operator and the length gauge those of $x$. The length sum is multiplied by $-w^2$ before the two are compared.

```lean
import Mathlib

open Matrix

namespace TruncatedTwoPhotonGauge

noncomputable section

variable {ι : Type*} [Fintype ι] [DecidableEq ι]
```

## Operators in the energy eigenbasis

In its own eigenbasis the Hamiltonian is diagonal, $H_{mn}=E_n\delta_{mn}$, with real energies.

```lean
/-- The Hamiltonian in its eigenbasis, with real energies `E n` on the diagonal. -/
def hamiltonian (E : ι → ℝ) : Matrix ι ι ℂ := Matrix.diagonal fun n => (E n : ℂ)
```

The position operator is a complex matrix $x$. The theorems never use its Hermiticity, although the example at the end has it. Its commutator with $H$ is $[H,x]=Hx-xH$.

```lean
/-- The commutator `[H, x]` of the Hamiltonian with the position matrix. -/
def energyCommutator (E : ι → ℝ) (x : Matrix ι ι ℂ) : Matrix ι ι ℂ :=
  hamiltonian E * x - x * hamiltonian E
```

With $\hbar=1$ and unit mass, the Heisenberg equation of motion gives the velocity operator $p=\mathrm{i}[H,x]$, where the upright $\mathrm{i}$ is the imaginary unit and not the initial state $i$. For a local potential this is the canonical momentum.

```lean
/-- The velocity (momentum) operator `p = i[H, x]`, in units of unit mass and `ħ = 1`. -/
def momentum (E : ι → ℝ) (x : Matrix ι ι ℂ) : Matrix ι ι ℂ :=
  Complex.I • energyCommutator E x
```

The condition that links the two gauges concerns the double commutator $[x,[H,x]]$.

```lean
/-- The double commutator `[x, [H, x]]`. -/
def doubleCommutator (E : ι → ℝ) (x : Matrix ι ι ℂ) : Matrix ι ι ℂ :=
  x * energyCommutator E x - energyCommutator E x * x
```

For a particle with kinetic energy $p^2/2$ in a local potential, $[x,[H,x]]=1$, and its element between orthogonal states $f\neq i$ vanishes. A finite matrix cannot satisfy the full operator identity, because a commutator has trace zero. The single condition $[x,[H,x]]_{fi}=0$ can still be imposed, and the theorems on truncated sums assume it.

## Velocity term, length term and their defect

The detuning is measured after one photon has been absorbed from $i$.

```lean
/-- The detuning `a_n = E_n - E_i - w` of the intermediate state `n` after absorption of
one photon of energy `w`. -/
def detuning (E : ι → ℝ) (i : ι) (w : ℝ) (n : ι) : ℝ := E n - E i - w
```

State $n$ contributes $p_{fn}p_{ni}g_n$ to the velocity sum for the final state $f$.

```lean
/-- The contribution `p_fn p_ni g_n` of state `n` to the velocity-gauge amplitude, where
`g_n` stands for the inverse detuning. -/
def velocityTerm (E : ι → ℝ) (x : Matrix ι ι ℂ) (g : ι → ℝ) (i f n : ι) : ℂ :=
  momentum E x f n * momentum E x n i * (g n : ℂ)
```

Its scaled length term is $-w^2x_{fn}x_{ni}g_n$. The factor $-w^2=(\mathrm{i}w)^2$ converts between the field amplitudes of the two gauges, one factor of $\mathrm{i}w$ for each photon.

```lean
/-- The contribution `-w² x_fn x_ni g_n` of state `n` to the scaled length-gauge amplitude,
where `g_n` stands for the inverse detuning. -/
def lengthTerm (x : Matrix ι ι ℂ) (g : ι → ℝ) (w : ℝ) (i f n : ι) : ℂ :=
  -(w : ℂ) ^ 2 * (x f n * x n i) * (g n : ℂ)
```

The difference between the two terms will turn out to be $a_nx_{fn}x_{ni}$, called the gauge defect of state $n$. It contains no denominator.

```lean
/-- The gauge defect `a_n x_fn x_ni` of the intermediate state `n`. -/
def gaugeDefect (E : ι → ℝ) (x : Matrix ι ι ℂ) (w : ℝ) (i f n : ι) : ℂ :=
  (detuning E i w n : ℂ) * (x f n * x n i)
```

## Comparing the gauges state by state

Since $H$ is diagonal, for any two states $m$ and $n$

$$[H,x]_{mn}=E_mx_{mn}-x_{mn}E_n=(E_m-E_n)x_{mn}.$$

The proof reads off the two diagonal products and collects terms.

```lean
/-- The matrix elements of `[H, x]` are those of `x` times the energy differences. -/
theorem energyCommutator_apply (E : ι → ℝ) (x : Matrix ι ι ℂ) (m n : ι) :
    energyCommutator E x m n = ((E m : ℂ) - E n) * x m n := by
  unfold energyCommutator hamiltonian
  rw [Matrix.sub_apply, Matrix.diagonal_mul, Matrix.mul_diagonal]
  ring
```

Two-photon resonance means $E_f-E_i=2w$. Together with the definition of $a_n$ it gives

$$E_n-E_i=w+a_n,\qquad E_f-E_n=w-a_n.$$

Hence

$$p_{fn}p_{ni}=\mathrm{i}^2(w-a_n)(w+a_n)x_{fn}x_{ni}=(a_n^2-w^2)x_{fn}x_{ni}.$$

Multiplying by $g_n$ and using $a_n^2g_n=a_n$,

$$p_{fn}p_{ni}g_n=-w^2x_{fn}x_{ni}g_n+a_nx_{fn}x_{ni}.$$

In the code, `hf'` eliminates $E_f$, and the final `linear_combination` uses exactly the two facts of the calculation, $\mathrm{i}^2=-1$ and $a_ng_n=1$.

```lean
/-- If `E_f - E_i = 2w` and `g_n` is the inverse of the detuning of state `n`, the velocity
term of that state is its scaled length term plus its gauge defect. -/
theorem velocityTerm_eq_add_defect {E : ι → ℝ} (x : Matrix ι ι ℂ) {g : ι → ℝ} {w : ℝ}
    {i f n : ι} (hE : E f - E i = 2 * w) (hg : detuning E i w n * g n = 1) :
    velocityTerm E x g i f n = lengthTerm x g w i f n + gaugeDefect E x w i f n := by
  have hf : (E f : ℂ) - E i = 2 * w := by exact_mod_cast hE
  have hf' : (E f : ℂ) = E i + 2 * w := by linear_combination hf
  have hg' : ((E n : ℂ) - E i - w) * g n = 1 := by
    unfold detuning at hg
    exact_mod_cast hg
  unfold velocityTerm lengthTerm gaugeDefect momentum detuning
  rw [Matrix.smul_apply, Matrix.smul_apply, energyCommutator_apply, energyCommutator_apply,
    smul_eq_mul, smul_eq_mul, hf']
  push_cast
  -- (E_f - E_n)(E_n - E_i) = w² - a_n², and one factor a_n cancels against g_n
  linear_combination
    (((E i : ℂ) + 2 * w - E n) * (E n - E i) * (x f n * x n i) * g n) * Complex.I_sq
      + (((E n : ℂ) - E i - w) * (x f n * x n i)) * hg'
```

If $w\neq0$, the defect can be written as a multiple of the length term:

$$a_nx_{fn}x_{ni}=a_n^2g_nx_{fn}x_{ni}=-\frac{a_n^2}{w^2}\left(-w^2x_{fn}x_{ni}g_n\right).$$

The velocity term is therefore $1-a_n^2/w^2$ times the scaled length term. States far from the one-photon energy are weighted very differently in the two gauges. The proof treats $a_n^2/w^2$ as a single number $q$ with $qw^2=a_n^2$.

```lean
/-- If `E_f - E_i = 2w` with `w` nonzero and `g_n` is the inverse of the detuning `a_n`, the
velocity term of state `n` is `1 - a_n²/w²` times its scaled length term. -/
theorem velocityTerm_eq_factor_mul {E : ι → ℝ} (x : Matrix ι ι ℂ) {g : ι → ℝ} {w : ℝ}
    {i f n : ι} (hE : E f - E i = 2 * w) (hw : w ≠ 0) (hg : detuning E i w n * g n = 1) :
    velocityTerm E x g i f n =
      (1 - (detuning E i w n : ℂ) ^ 2 / (w : ℂ) ^ 2) * lengthTerm x g w i f n := by
  have hw' : (w : ℂ) ≠ 0 := by exact_mod_cast hw
  have hg' : (detuning E i w n : ℂ) * g n = 1 := by exact_mod_cast hg
  have hq : (detuning E i w n : ℂ) ^ 2 / (w : ℂ) ^ 2 * (w : ℂ) ^ 2
      = (detuning E i w n : ℂ) ^ 2 := div_mul_cancel₀ _ (pow_ne_zero 2 hw')
  rw [velocityTerm_eq_add_defect x hE hg]
  unfold lengthTerm gaugeDefect
  generalize (detuning E i w n : ℂ) ^ 2 / (w : ℂ) ^ 2 = q at hq ⊢
  linear_combination (-(x f n * x n i * g n)) * hq
    - ((detuning E i w n : ℂ) * (x f n * x n i)) * hg'
```

## The double commutator adds up the defects

Inserting the matrix elements of $[H,x]$ gives

$$\begin{aligned}
[x,[H,x]]_{fi}&=\sum_n\big[(E_n-E_i)-(E_f-E_n)\big]x_{fn}x_{ni}\\
&=\sum_n\big[(w+a_n)-(w-a_n)\big]x_{fn}x_{ni}=2\sum_na_nx_{fn}x_{ni}.
\end{aligned}$$

The Lean proof merges the two matrix products into one sum and checks this equality for each $n$. No inverse detuning appears, so resonant states are allowed here.

```lean
/-- If `E_f - E_i = 2w`, the element `[x, [H, x]]_fi` is twice the sum of the gauge defects
of all intermediate states. -/
theorem doubleCommutator_apply {E : ι → ℝ} (x : Matrix ι ι ℂ) {w : ℝ} {i f : ι}
    (hE : E f - E i = 2 * w) :
    doubleCommutator E x f i = 2 * ∑ n, gaugeDefect E x w i f n := by
  have hf : (E f : ℂ) - E i = 2 * w := by exact_mod_cast hE
  unfold doubleCommutator
  rw [Matrix.sub_apply, Matrix.mul_apply, Matrix.mul_apply, ← Finset.sum_sub_distrib,
    Finset.mul_sum]
  refine Finset.sum_congr rfl fun n _ => ?_
  rw [energyCommutator_apply, energyCommutator_apply]
  unfold gaugeDefect detuning
  push_cast
  linear_combination (-(x f n * x n i)) * hf
```

## The gap left by truncation

Let $S$ be the set of retained states and $S^c$ the omitted ones. Adding the state-by-state relation over $S$ gives

$$\sum_{n\in S}p_{fn}p_{ni}g_n-\sum_{n\in S}\left(-w^2x_{fn}x_{ni}g_n\right)=\sum_{n\in S}a_nx_{fn}x_{ni}.$$

If $[x,[H,x]]_{fi}=0$, the defects of all states sum to zero, and the right-hand side equals

$$-\sum_{n\in S^c}a_nx_{fn}x_{ni}.$$

In the proof, `h1` is the sum over $S$, `h2` splits the full sum into retained and omitted parts, and `hc` supplies the vanishing total. Only retained states need an inverse detuning.

```lean
/-- Let `E_f - E_i = 2w`, let `[x, [H, x]]_fi = 0`, and let `g` invert the detunings of the
retained states `S`. Then the velocity sum over `S` minus the scaled length sum over `S` is
minus the total gauge defect of the omitted states. -/
theorem truncated_gauge_gap {E : ι → ℝ} {x : Matrix ι ι ℂ} {g : ι → ℝ} {w : ℝ} {i f : ι}
    (S : Finset ι) (hE : E f - E i = 2 * w) (hg : ∀ n ∈ S, detuning E i w n * g n = 1)
    (hc : doubleCommutator E x f i = 0) :
    ∑ n ∈ S, velocityTerm E x g i f n - ∑ n ∈ S, lengthTerm x g w i f n =
      -∑ n ∈ Sᶜ, gaugeDefect E x w i f n := by
  have h1 : ∑ n ∈ S, velocityTerm E x g i f n =
      ∑ n ∈ S, lengthTerm x g w i f n + ∑ n ∈ S, gaugeDefect E x w i f n := by
    rw [← Finset.sum_add_distrib]
    exact Finset.sum_congr rfl fun n hn => velocityTerm_eq_add_defect x hE (hg n hn)
  -- retained and omitted defects add up to half the double commutator
  have h2 : ∑ n ∈ S, gaugeDefect E x w i f n + ∑ n ∈ Sᶜ, gaugeDefect E x w i f n =
      ∑ n, gaugeDefect E x w i f n := Finset.sum_add_sum_compl S _
  rw [doubleCommutator_apply x hE] at hc
  linear_combination h1 + h2 + hc / 2
```

When $S$ contains every state, the right-hand side is an empty sum and the two gauges agree. When several states are left out, they agree precisely if the omitted defects cancel among themselves.

A single omitted state $m$ has nothing to cancel against. Its defect $a_mx_{fm}x_{mi}$ is nonzero when $a_m\neq0$ and $x_{fm}x_{mi}\neq0$, so the truncated sums differ. The Lean proof assumes that they are equal, applies the gap formula to the complement of $\{m\}$, and finds that a product of nonzero numbers would be zero.

```lean
/-- Let `E_f - E_i = 2w` and `[x, [H, x]]_fi = 0`, with all detunings nonzero and `g` inverting
those of the retained states. Omitting a single state `m` with `x_fm x_mi ≠ 0` makes the velocity
and scaled length sums differ. -/
theorem omitting_one_state_breaks_gauge {E : ι → ℝ} {x : Matrix ι ι ℂ} {g : ι → ℝ} {w : ℝ}
    {i f m : ι} (hE : E f - E i = 2 * w) (hg : ∀ n, n ≠ m → detuning E i w n * g n = 1)
    (hm : detuning E i w m ≠ 0) (hx : x f m * x m i ≠ 0)
    (hc : doubleCommutator E x f i = 0) :
    ∑ n ∈ ({m}ᶜ : Finset ι), velocityTerm E x g i f n ≠
      ∑ n ∈ ({m}ᶜ : Finset ι), lengthTerm x g w i f n := by
  intro h
  have hgap := truncated_gauge_gap ({m}ᶜ : Finset ι) hE
    (fun n hn => hg n (by simpa using hn)) hc
  rw [h, sub_self, compl_compl, Finset.sum_singleton] at hgap
  have hm' : (detuning E i w m : ℂ) ≠ 0 := by exact_mod_cast hm
  exact mul_ne_zero hm' hx (neg_eq_zero.mp hgap.symm)
```

The smallest system in which this happens has two levels, $i$ and $f$, with detunings $-w$ and $w$. The commutator condition becomes $w\,x_{fi}(x_{ff}-x_{ii})=0$. Take $x_{ii}=x_{ff}=c$ with $c$, $x_{fi}$ and $w$ all nonzero, and omit $i$. The velocity sum is then $0$, because $p_{ff}=0$, while the length sum is $-w\,c\,x_{fi}$. Moving the origin so that $c=0$ removes the discrepancy, which shows that a truncated length sum can depend on the choice of origin.

## Four levels with sums of opposite sign

A larger example has no diagonal elements of $x$. Its energies are $0,2,3,5$, numbered from level 0.

```lean
/-- Energies 0, 2, 3, 5 of a four-level model. -/
def modelEnergy : Fin 4 → ℝ := ![0, 2, 3, 5]
```

The position matrix couples levels 0 and 1 only to levels 2 and 3.

```lean
/-- Position matrix of the model: levels 0 and 1 are coupled only to levels 2 and 3. -/
def modelPosition : Matrix (Fin 4) (Fin 4) ℂ :=
  !![0, 0, 2, 1; 0, 0, 1, -1; 2, 1, 0, 0; 1, -1, 0, 0]
```

For $i=0$, $f=1$ and $w=1$ the detunings are $-1,1,2,4$, with the following inverses.

```lean
/-- Inverse detunings of the model for the initial level 0 and photon energy 1. -/
def modelInverse : Fin 4 → ℝ := ![-1, 1, 1 / 2, 1 / 4]
```

Only levels 2 and 3 contribute, with $x_{12}x_{20}=2$ and $x_{13}x_{30}=-1$. Their defects are $2\cdot2=4$ and $4\cdot(-1)=-4$, which cancel, so $[x,[H,x]]_{10}=0$. Without level 3 the length sum is $-2\cdot\tfrac12=-1$. The velocity sum is $(1-2^2)(-1)=3$, and the gap of $4$ is minus the omitted defect.

Level 3 would add only $\tfrac14$ to the length sum but $-\tfrac{15}{4}$ to the velocity sum, bringing both to $-\tfrac34$. A small length term is thus no sign that a state can safely be left out of the velocity sum.

In the Lean statement, non-resonant means that no detuning $a_n$ is zero; the two-photon condition $E_f-E_i=2w$ does hold. The proof checks Hermiticity and the detunings entry by entry and evaluates the length sum directly. It then obtains the velocity sum from `truncated_gauge_gap`, so the example also applies the general formula.

```lean
/-- The four-level model is Hermitian, non-resonant and has `[x, [H, x]]_fi = 0` for the
transition from level 0 to level 1. Without level 3 its velocity sum is 3 and its scaled
length sum is -1. -/
theorem truncated_gauge_witness :
    modelPosition.IsHermitian ∧ modelEnergy 1 - modelEnergy 0 = 2 * 1 ∧
    (∀ n, detuning modelEnergy 0 1 n * modelInverse n = 1) ∧
    doubleCommutator modelEnergy modelPosition 1 0 = 0 ∧
    ∑ n ∈ ({0, 1, 2} : Finset (Fin 4)),
      velocityTerm modelEnergy modelPosition modelInverse 0 1 n = 3 ∧
    ∑ n ∈ ({0, 1, 2} : Finset (Fin 4)),
      lengthTerm modelPosition modelInverse 1 0 1 n = -1 := by
  have hH : modelPosition.IsHermitian := by
    refine Matrix.IsHermitian.ext fun i j => ?_
    fin_cases i <;> fin_cases j <;> simp [modelPosition]
  have hE : modelEnergy 1 - modelEnergy 0 = 2 * 1 := by norm_num [modelEnergy]
  have hg : ∀ n, detuning modelEnergy 0 1 n * modelInverse n = 1 := by
    intro n
    fin_cases n <;> norm_num [detuning, modelEnergy, modelInverse]
  -- the energies, couplings and inverse detuning that enter the sums
  have e0 : modelEnergy 0 = 0 := rfl
  have e2 : modelEnergy 2 = 3 := rfl
  have e3 : modelEnergy 3 = 5 := rfl
  have x10 : modelPosition 1 0 = 0 := rfl
  have x11 : modelPosition 1 1 = 0 := rfl
  have x12 : modelPosition 1 2 = 1 := rfl
  have x13 : modelPosition 1 3 = -1 := rfl
  have x20 : modelPosition 2 0 = 2 := rfl
  have x30 : modelPosition 3 0 = 1 := rfl
  have g2 : modelInverse 2 = 1 / 2 := rfl
  have hc : doubleCommutator modelEnergy modelPosition 1 0 = 0 := by
    rw [doubleCommutator_apply modelPosition hE]
    norm_num [Fin.sum_univ_four, gaugeDefect, detuning, e0, e2, e3, x10, x11, x12, x13,
      x20, x30]
  have hL : ∑ n ∈ ({0, 1, 2} : Finset (Fin 4)),
      lengthTerm modelPosition modelInverse 1 0 1 n = -1 := by
    rw [Finset.sum_insert (by decide), Finset.sum_insert (by decide), Finset.sum_singleton]
    norm_num [lengthTerm, x10, x11, x12, x20, g2]
  have hD : gaugeDefect modelEnergy modelPosition 1 0 1 3 = -4 := by
    norm_num [gaugeDefect, detuning, e0, e3, x13, x30]
  -- the velocity sum follows from the defect of the omitted level
  have hgap := truncated_gauge_gap ({0, 1, 2} : Finset (Fin 4)) hE (fun n _ => hg n) hc
  have hS : ({0, 1, 2} : Finset (Fin 4))ᶜ = {3} := by decide
  rw [hS, Finset.sum_singleton, hL, hD] at hgap
  exact ⟨hH, hE, hg, hc, by linear_combination hgap, hL⟩

end

end TruncatedTwoPhotonGauge
```

For sum-over-states calculations of two-photon absorption, within this finite, undamped model with equal photons, $E_f-E_i=2w$ and $[x,[H,x]]_{fi}=0$, the difference between the gauges measures the net defect of the omitted states. It does not say which truncated sum is closer to the full one, and agreement between the gauges does not establish convergence, since omitted defects may cancel.

```lean
#print axioms TruncatedTwoPhotonGauge.velocityTerm_eq_factor_mul
-- 'TruncatedTwoPhotonGauge.velocityTerm_eq_factor_mul' depends on axioms: [propext, Classical.choice, Quot.sound]
#print axioms TruncatedTwoPhotonGauge.omitting_one_state_breaks_gauge
-- 'TruncatedTwoPhotonGauge.omitting_one_state_breaks_gauge' depends on axioms: [propext, Classical.choice, Quot.sound]
```
